# Ginsparg-Wilson operators are exactly $aD = 1 + GE$ with $E^2 = 1$, for $G^2 = 1$ and $a \neq 0$

The lattice Dirac operator $D$ and the chirality $G$ (usually written $\gamma_5$) are treated here as elements of an abstract algebra $A$, not as matrices indexed by lattice sites, spin and colour. The lattice spacing $a$ is a scalar from a field $K$. Everything that follows is therefore algebra at a fixed gauge background, and it applies to any matrices or operators that multiply in the required way.

In this setting the Ginsparg-Wilson relation is
$$GD + DG = a\,DGD .$$
If $G^2 = 1$ and $a \neq 0$, it holds if and only if $aD = 1 + GE$ for some $E$ with $E^2 = 1$, and this $E$ can only be $G(aD - 1)$. The massless overlap operator of lattice gauge theory, suitably normalised, has this form, with $E$ the matrix sign function of a Hermitian kernel. The theorem covers that algebraic structure only: locality, fermion doubling and the continuum limit do not enter.

## The relation and the candidate for $E$

```lean
import Mathlib

open Matrix

namespace GinspargWilsonRelation

noncomputable section

variable {K A : Type*} [Field K] [Ring A] [Algebra K A]
```

The `variable` line introduces the objects: a field $K$, a ring $A$, and the statement that $A$ is an algebra over $K$. In Lean, `Ring` means a ring with unit whose multiplication need not commute, as operators require. `Algebra K A` lets scalars multiply elements of $A$ and move freely through products. No dimension is fixed, and $A$ may be infinite-dimensional.

```lean
/-- The Ginsparg-Wilson relation `G D + D G = a D G D` for a lattice Dirac operator `D`,
chirality `G` and lattice spacing `a`. -/
def GinspargWilson (a : K) (G D : A) : Prop :=
  G * D + D * G = a • (D * G * D)
```

This defines a proposition, something that may be true or false of given $a$, $G$ and $D$. The symbol `•` is multiplication by a scalar, and `*` is the product in $A$. The definition fixes the normalisation: the right-hand side carries exactly one factor $a$. At $a = 0$ it reduces to $GD + DG = 0$, the anticommutation of a massless continuum Dirac operator with chirality. The condition $G^2 = 1$ is not part of the definition and appears as a separate hypothesis wherever it is used.

```lean
/-- The operator `G (a D - 1)` built from the Dirac operator and the chirality. -/
def signOperator (a : K) (G D : A) : A :=
  G * (a • D - 1)
```

This names the element $G(aD - 1)$. The name `signOperator` recalls the overlap construction, but no sign function is computed here. The operator is an algebraic expression in $D$ and $G$, and whether it squares to one is the question the next theorems answer.

## Squaring to one is the relation in disguise

```lean
/-- If `G² = 1`, the Ginsparg-Wilson relation at unit spacing for `X` says that `G (X - 1)` squares
to one. -/
theorem sq_eq_one_iff_unit_spacing {R : Type*} [Ring R] {G : R} (hG : G * G = 1) (X : R) :
    G * (X - 1) * (G * (X - 1)) = 1 ↔ G * X + X * G = X * G * X := by
  have e : (X - 1) * G * (X - 1) = X * G * X - (G * X + X * G) + G := by noncomm_ring
  constructor
  · intro h
    -- multiply by the chirality from the left to remove one factor
    have key : (X - 1) * G * (X - 1) = G := by
      calc (X - 1) * G * (X - 1) = (G * G) * ((X - 1) * G * (X - 1)) := by rw [hG, one_mul]
        _ = G * (G * (X - 1) * (G * (X - 1))) := by simp only [mul_assoc]
        _ = G := by rw [h, mul_one]
    rw [e] at key
    exact (sub_eq_zero.mp (add_right_cancel (key.trans (zero_add G).symm))).symm
  · intro h
    have key : (X - 1) * G * (X - 1) = G := by rw [e, h, sub_self, zero_add]
    calc G * (X - 1) * (G * (X - 1)) = G * ((X - 1) * G * (X - 1)) := by simp only [mul_assoc]
      _ = 1 := by rw [key, hG]
```

The hypothesis `hG` says $G^2 = 1$. The theorem states, for any element $X$ of any ring,
$$\bigl(G(X-1)\bigr)^2 = 1 \iff GX + XG = XGX .$$
This is the case of unit spacing, with $X$ in the place of $aD$.

By hand, start from the expansion
$$(X-1)G(X-1) = XGX - (GX + XG) + G ,$$
which is the line named `e`; the tactic `noncomm_ring` verifies it while keeping the order of factors.

Suppose first that $G(X-1)G(X-1) = 1$. Multiplying from the left by $G$ and using $G^2 = 1$ gives $(X-1)G(X-1) = G$. Comparing with the expansion, the two terms $G$ cancel and $XGX = GX + XG$ remains.

Conversely, if $GX + XG = XGX$, the expansion collapses to $(X-1)G(X-1) = G$. Multiplying from the left by $G$ gives $G(X-1)G(X-1) = G^2 = 1$.

The Lean proof has the same two halves. `constructor` splits the equivalence into its two directions, `key` is the intermediate equation $(X-1)G(X-1) = G$ in both, and each `calc` block is a chain of equalities with a reason for every link.

```lean
/-- If `a ≠ 0` and `G² = 1`, then `G (a D - 1)` squares to one exactly when `D` satisfies the
Ginsparg-Wilson relation. -/
theorem signOperator_sq_iff {a : K} (ha : a ≠ 0) {G : A} (hG : G * G = 1) (D : A) :
    signOperator a G D * signOperator a G D = 1 ↔ GinspargWilson a G D := by
  unfold signOperator GinspargWilson
  rw [sq_eq_one_iff_unit_spacing hG]
  have h1 : G * (a • D) + (a • D) * G = a • (G * D + D * G) := by
    simp only [mul_smul_comm, smul_mul_assoc, smul_add]
  have h2 : (a • D) * G * (a • D) = a • (a • (D * G * D)) := by
    simp only [mul_smul_comm, smul_mul_assoc]
  rw [h1, h2]
  -- the nonzero spacing cancels
  constructor
  · intro h
    have h' := congrArg (fun x => a⁻¹ • x) h
    simpa only [inv_smul_smul₀ ha] using h'
  · intro h
    rw [h]
```

Now the spacing returns. With $E = G(aD-1)$, the theorem says that $E^2 = 1$ is equivalent to the Ginsparg-Wilson relation for $D$, provided $a \neq 0$.

Put $X = aD$ in the previous result. The condition $E^2 = 1$ becomes
$$G(aD) + (aD)G = (aD)G(aD), \qquad\text{that is,}\qquad a\,(GD + DG) = a^2\,DGD .$$
Since $a \neq 0$, one factor of $a$ can be divided out, which leaves the relation. Multiplying by $a$ goes back.

In the code, `h1` and `h2` pull the scalars out of the products, and the forward direction multiplies both sides by $a^{-1}$. The hypothesis `ha` is needed: at $a = 0$ the left side reads $(-G)^2 = 1$, which always holds, while the relation would demand $GD + DG = 0$.

## Solving for $E$, and the equivalence

```lean
/-- If `G² = 1`, the equation `a D = 1 + G E` has exactly one solution `E`, namely `G (a D - 1)`. -/
theorem eq_one_add_iff (a : K) {G : A} (hG : G * G = 1) (D E : A) :
    a • D = 1 + G * E ↔ E = signOperator a G D := by
  unfold signOperator
  constructor
  · intro h
    rw [h, add_sub_cancel_left, ← mul_assoc, hG, one_mul]
  · intro h
    rw [h, ← mul_assoc, hG, one_mul]
    abel
```

For given $D$, the equation $aD = 1 + GE$ is linear in $E$, and $G$ is its own inverse. Subtracting $1$ and multiplying from the left by $G$ gives
$$G(aD - 1) = G\,G E = E .$$
In the other direction, inserting $E = G(aD-1)$ gives $1 + G^2(aD-1) = aD$. The equation therefore has exactly one solution, whether or not $D$ satisfies the Ginsparg-Wilson relation, and even at $a = 0$. For $a \neq 0$, the relation decides only whether that solution squares to one; at $a = 0$ the solution is $E = -G$, which always does.

```lean
/-- For `a ≠ 0` and `G² = 1`, `D` satisfies the Ginsparg-Wilson relation if and only if `a D = 1 + G
E` for some `E` with `E² = 1`; any `E` with `a D = 1 + G E` is `G (a D - 1)`. -/
theorem ginspargWilson_iff {a : K} (ha : a ≠ 0) {G : A} (hG : G * G = 1) (D : A) :
    (GinspargWilson a G D ↔ ∃ E : A, E * E = 1 ∧ a • D = 1 + G * E) ∧
      ∀ E : A, a • D = 1 + G * E → E = G * (a • D - 1) := by
  refine ⟨⟨fun h => ?_, ?_⟩, fun E hE => (eq_one_add_iff a hG D E).mp hE⟩
  · exact ⟨signOperator a G D, (signOperator_sq_iff ha hG D).mpr h,
      (eq_one_add_iff a hG D _).mpr rfl⟩
  · rintro ⟨E, hE, hD⟩
    rw [(eq_one_add_iff a hG D E).mp hD] at hE
    exact (signOperator_sq_iff ha hG D).mp hE
```

This is the main theorem. Its statement is two claims joined by `∧`, "and". The first is
$$GD + DG = a\,DGD \iff \text{there is } E \text{ with } E^2 = 1 \text{ and } aD = 1 + GE .$$
The second says that every $E$ with $aD = 1 + GE$ equals $G(aD-1)$. At $a = 1$ the form is simply $D = 1 + GE$.

The argument combines the two preceding results. If the relation holds, take $E = G(aD-1)$: it squares to one and solves the equation. If instead some $E$ with both properties is given, it must equal $G(aD-1)$, so that element squares to one, and the relation follows. In Lean, the angle brackets `⟨ ... ⟩` supply the chosen $E$ together with the proofs of its two properties, and `rintro` unpacks them in the opposite direction.

Two extreme cases show how little the relation alone demands. $E = -G$ gives $D = 0$, and $E = G$ gives $aD = 2$. Both are Ginsparg-Wilson operators in the present sense, and neither describes a propagating fermion.

## Chiral symmetry and zero modes

```lean
/-- The Ginsparg-Wilson relation is equivalent to the lattice chiral symmetry
`G D + D G' = 0` with the modified chirality `G' = G (1 - a D)`. -/
theorem ginspargWilson_iff_chiral_symmetry (a : K) (G D : A) :
    GinspargWilson a G D ↔ G * D + D * (G * (1 - a • D)) = 0 := by
  have e : G * D + D * (G * (1 - a • D)) = G * D + D * G - a • (D * G * D) := by
    simp only [mul_sub, mul_one, mul_smul_comm, mul_assoc, add_sub_assoc]
  rw [GinspargWilson, e, sub_eq_zero]
```

Here the relation is rewritten as a symmetry. Define the modified chirality $G' = G(1 - aD)$. Multiplying out,
$$GD + DG' = GD + DG - a\,DGD ,$$
so the left side vanishes exactly when the Ginsparg-Wilson relation holds. Neither $G^2 = 1$ nor $a \neq 0$ is used.

In physical terms, vary the fermion fields by $\delta\psi = G'\psi$ and $\delta\bar\psi = \bar\psi G$, both multiplied by the same infinitesimal parameter. To first order the action $\bar\psi D\psi$ changes by that parameter times $\bar\psi\,(GD + DG')\,\psi$, which is zero when the relation holds. The theorem concerns this operator identity, not the fermion measure, where the anomaly arises.

```lean
/-- If `D` satisfies the Ginsparg-Wilson relation and `D v = 0`, then `D (G v) = 0`. -/
theorem chirality_preserves_zero_modes {M : Type*} [AddCommGroup M] [Module A M]
    {a : K} {G D : A} (h : GinspargWilson a G D) {v : M} (hv : D • v = 0) :
    D • (G • v) = 0 := by
  have h0 : G * D + D * G = a • (D * G * D) := h
  -- every term of `D G` can be written with `D` on the right
  have h1 : D * G = (a • (D * G)) * D - G * D := by
    rw [smul_mul_assoc, ← h0]
    abel
  have h2 : (D * G) • v = ((a • (D * G)) * D - G * D) • v := congrArg (fun x => x • v) h1
  rw [← mul_smul, h2, sub_smul, mul_smul, mul_smul, hv, smul_zero, smul_zero, sub_zero]
```

The fermion fields enter as vectors $v$ in a module $M$, a space on which the elements of $A$ act; `D • v` is $D$ applied to $v$. The hypothesis `hv` says that $Dv = 0$; a nonzero $v$ with this property is a zero mode. The conclusion is that $Gv$ is annihilated by $D$ as well.

Solve the relation for $DG$ and apply it to $v$:
$$DG\,v = a\,DG\,(Dv) - G\,(Dv) = 0 .$$
Both terms on the right have $D$ standing next to $v$, and this is what `h1` arranges. The scalar $a$ stays attached to the algebra element $DG$, because $M$ is only assumed to carry an action of $A$.

For complex matrices with $G^2 = 1$, the combinations $\tfrac12(v \pm Gv)$ are then zero modes or zero, and the nonzero ones have chirality $\pm 1$. Zero modes can thus be sorted by handedness.

## Unitarity of $aD - 1$

```lean
/-- For `a ≠ 0`, `G² = 1` and `D† = G D G`, the Ginsparg-Wilson relation holds if and only if `a D -
1` is unitary. -/
theorem ginspargWilson_iff_unitary {B : Type*} [Ring B] [Algebra ℝ B] [StarRing B]
    [StarModule ℝ B] {a : ℝ} (ha : a ≠ 0) {G D : B} (hG : G * G = 1)
    (hD : star D = G * D * G) :
    GinspargWilson a G D ↔
      star (a • D - 1) * (a • D - 1) = 1 ∧ (a • D - 1) * star (a • D - 1) = 1 := by
  have hV : star (a • D - 1) = G * (a • D - 1) * G := by
    rw [star_sub, star_smul, star_one, star_trivial, hD]
    simp only [mul_sub, sub_mul, mul_smul_comm, smul_mul_assoc, mul_one, hG]
  rw [← signOperator_sq_iff ha hG D, hV]
  unfold signOperator
  generalize a • D - 1 = V
  constructor
  · intro h
    refine ⟨by rw [← h]; simp only [mul_assoc], ?_⟩
    -- conjugating with the chirality exchanges the two unitarity conditions
    calc V * (G * V * G) = (G * G) * (V * (G * V * G)) := by rw [hG, one_mul]
      _ = G * (G * V * (G * V)) * G := by simp only [mul_assoc]
      _ = 1 := by rw [h, mul_one, hG]
  · rintro ⟨h, -⟩
    rw [← h]
    simp only [mul_assoc]
```

This theorem needs an adjoint. `StarRing B` supplies an operation `star`, written $\dagger$ below, that reverses products, and the scalars are real so that $a^\dagger = a$. Complex matrices with the conjugate transpose are included, since they form an algebra over the reals.

The hypothesis `hD` is $D^\dagger = GDG$, known as $\gamma_5$-hermiticity. It is assumed here, not derived from the relation. For matrices with $G^2 = 1$ it makes the fermion determinant real, a property that many simulations with dynamical fermions use.

Write $V = aD - 1$. Then
$$V^\dagger = a\,GDG - 1 = G(aD - 1)G = GVG ,$$
where $G^2 = 1$ was used to write $1 = G\,1\,G$. This is `hV`. It follows that
$$V^\dagger V = GVGV = (GV)^2 = \bigl(G(aD-1)\bigr)^2 .$$
By the earlier result, the right side equals one exactly when the Ginsparg-Wilson relation holds.

Unitarity also requires $VV^\dagger = 1$, which in infinite dimension does not follow from $V^\dagger V = 1$ alone. Here the chirality provides it:
$$VV^\dagger = VGVG = G\,(GVGV)\,G = G^2 = 1 .$$
The `calc` block in the proof is this line. For complex matrices, unitarity of $V$ places every eigenvalue $\lambda$ of $D$ on the circle $|a\lambda - 1| = 1$, which passes through the origin.

## Two-by-two matrices that satisfy every condition

```lean
/-- The chirality matrix `diag(1, -1)` of a two-component lattice fermion. -/
def chirality : Matrix (Fin 2) (Fin 2) ℝ :=
  !![1, 0; 0, -1]
```

The notation `!![1, 0; 0, -1]` lists a matrix row by row, with a semicolon between rows. `Fin 2` is the two-element index set, numbered $0$ and $1$ in Lean.

```lean
/-- The two-component Dirac matrix given by the identity plus a clockwise rotation by the angle `θ`.
-/
def rotationDirac (θ : ℝ) : Matrix (Fin 2) (Fin 2) ℝ :=
  !![1 + Real.cos θ, Real.sin θ; -Real.sin θ, 1 + Real.cos θ]
```

With a real angle $\theta$, this is
$$D = \begin{pmatrix} 1+\cos\theta & \sin\theta \\ -\sin\theta & 1+\cos\theta \end{pmatrix} = 1 + R ,$$
where $R$ is a rotation matrix. The angle is a free parameter and is not tied to a lattice momentum.

```lean
/-- For every angle, the identity plus a rotation satisfies the Ginsparg-Wilson relation at
unit spacing and `D† = G D G`, with `G = diag(1, -1)` and `G² = 1`. -/
theorem ginspargWilson_witness (θ : ℝ) :
    chirality * chirality = 1 ∧
      star (rotationDirac θ) = chirality * rotationDirac θ * chirality ∧
      GinspargWilson (1 : ℝ) chirality (rotationDirac θ) := by
  have hs := Real.sin_sq_add_cos_sq θ
  refine ⟨?_, ?_, ?_⟩
  · ext i j
    fin_cases i <;> fin_cases j <;> simp [chirality, Matrix.mul_apply, Fin.sum_univ_two]
  · ext i j
    fin_cases i <;> fin_cases j <;>
      simp [chirality, rotationDirac, Matrix.mul_apply, Fin.sum_univ_two]
  · unfold GinspargWilson
    rw [one_smul]
    ext i j
    fin_cases i <;> fin_cases j <;>
      simp [chirality, rotationDirac, Matrix.mul_apply, Fin.sum_univ_two] <;>
      nlinarith [hs]

end

end GinspargWilsonRelation
```

For every $\theta$, the theorem confirms $G^2 = 1$, $D^\dagger = GDG$ and the Ginsparg-Wilson relation at $a = 1$. For real matrices `star` is the transpose. Conjugation with $G = \mathrm{diag}(1,-1)$ flips the signs of the off-diagonal entries, and for this $D$ that is the same as transposing.

For the relation, set $p = 1 + \cos\theta$. Direct multiplication gives
$$GD + DG = \begin{pmatrix} 2p & 0 \\ 0 & -2p \end{pmatrix}, \qquad DGD = \begin{pmatrix} p^2 + \sin^2\theta & 0 \\ 0 & -(p^2 + \sin^2\theta) \end{pmatrix},$$
and $p^2 + \sin^2\theta = 1 + 2\cos\theta + \cos^2\theta + \sin^2\theta = 2p$. The Lean proof follows the same route: `ext` and `fin_cases` reduce each matrix equation to its four entries, `simp` multiplies out, and `nlinarith` finishes the relation with $\sin^2\theta + \cos^2\theta = 1$.

The corresponding involution is
$$E = G(D-1) = GR = \begin{pmatrix} \cos\theta & \sin\theta \\ \sin\theta & -\cos\theta \end{pmatrix},$$
a reflection of the plane. At $\theta = \pi$ it equals $-G$, and $D$ vanishes.

```lean
#print axioms GinspargWilsonRelation.ginspargWilson_iff
#print axioms GinspargWilsonRelation.ginspargWilson_iff_chiral_symmetry
#print axioms GinspargWilsonRelation.chirality_preserves_zero_modes
#print axioms GinspargWilsonRelation.ginspargWilson_iff_unitary
```

```
'GinspargWilsonRelation.ginspargWilson_iff' depends on axioms: [propext, Classical.choice, Quot.sound]
'GinspargWilsonRelation.ginspargWilson_iff_chiral_symmetry' depends on axioms: [propext, Quot.sound]
'GinspargWilsonRelation.chirality_preserves_zero_modes' depends on axioms: [propext, Quot.sound]
'GinspargWilsonRelation.ginspargWilson_iff_unitary' depends on axioms: [propext, Classical.choice, Quot.sound]
```
